# Interference in the expectation value of a Hermitian matrix in a superposition

For a Hermitian matrix A on a finite-dimensional complex space, any vectors x and y and any complex number c, the theorem states that ⟨x + cy, A(x + cy)⟩ = ⟨x, Ax⟩ + 2 Re(c⟨x, Ay⟩) + |c|²⟨y, Ay⟩, where `expect` takes the real part of each expectation value. The middle term is the interference between the two components. The vectors are not assumed normalised, so the mean value of the observable A in the superposition is the left side divided by the squared norm of x + cy, when that is not zero. The proof first uses Hermiticity to write ⟨y, Ax⟩ as the conjugate of ⟨x, Ay⟩, then expands the left side, splits it into real and imaginary parts, and leaves the remaining identity between real numbers to `ring`.

The first attempt, which Lean rejects:

```lean
import Mathlib

open Matrix

namespace ExpectAddSmul

noncomputable section

variable {n : Type*} [Fintype n]

/-- The real part of the expectation value `⟨v, A v⟩`. -/
def expect (A : Matrix n n ℂ) (v : n → ℂ) : ℝ := (star v ⬝ᵥ A *ᵥ v).re

/-- The expectation value of a Hermitian matrix in a superposition `x + c y` is the sum of the
two direct terms and an interference term. -/
theorem expect_add_smul {A : Matrix n n ℂ} (hA : A.IsHermitian) (x y : n → ℂ) (c : ℂ) :
    expect A (x + c • y) = expect A x + 2 * (c * (star x ⬝ᵥ A *ᵥ y)).re
      + Complex.normSq c * expect A y := by
  have h : star y ⬝ᵥ A *ᵥ x = star (star x ⬝ᵥ A *ᵥ y) :=
    (Matrix.star_dotProduct _ _).trans
      (by rw [Matrix.star_mulVec, hA.eq, ← Matrix.dotProduct_mulVec])
  simp only [expect, star_add, star_smul, Matrix.mulVec_add, Matrix.mulVec_smul,
    add_dotProduct, dotProduct_add, smul_dotProduct, dotProduct_smul, smul_eq_mul, h]
  simp only [Complex.add_re, Complex.mul_re, Complex.mul_im, Complex.star_def,
    Complex.conj_re, Complex.conj_im, Complex.normSq_apply]
  ring

end

end ExpectAddSmul
```

The compiler's answer:

```
Try this:
  [apply] ring_nf
  
  The `ring` tactic failed to close the goal. Use `ring_nf` to obtain a normal form.
    
  Note that `ring` works primarily in *commutative* rings. If you have a noncommutative ring, abelian group or module, consider using `noncomm_ring`, `abel` or `module` instead.
Main.lean:18:41: error: unsolved goals
n : Type u_1
inst✝ : Fintype n
A : Matrix n n ℂ
hA : A.IsHermitian
x y : n → ℂ
c : ℂ
h : star y ⬝ᵥ A *ᵥ x = star (star x ⬝ᵥ A *ᵥ y)
⊢ (star x ⬝ᵥ A *ᵥ x).re + c.re * (star x ⬝ᵥ A *ᵥ y).re * 2 + c.re * c.im * (star y ⬝ᵥ A *ᵥ y).im +
          c.re ^ 2 * (star y ⬝ᵥ A *ᵥ y).re -
        c.im * (star x ⬝ᵥ A *ᵥ y).im -
      c.im * (star x ⬝ᵥ A *ᵥ y + (starRingEnd ℂ) c * star y ⬝ᵥ A *ᵥ y).im =
    (star x ⬝ᵥ A *ᵥ x).re + c.re * (star x ⬝ᵥ A *ᵥ y).re * 2 + c.re ^ 2 * (star y ⬝ᵥ A *ᵥ y).re -
        c.im * (star x ⬝ᵥ A *ᵥ y).im * 2 +
      c.im ^ 2 * (star y ⬝ᵥ A *ᵥ y).re
Main.lean:24:45: warning: This simp argument is unused:
  Complex.mul_im

Hint: Omit it from the simp argument list.
  [apply] simp only [Complex.add_re, Complex.mul_re, Complex.star_def, Complex.conj_re, Complex.conj_im,
    Complex.normSq_apply]

Note: This linter can be disabled with `set_option linter.unusedSimpArgs false`
```

The error shows the goal left over when `ring` failed. Its left side still contains the imaginary part of a sum, ⟨x, Ay⟩ + c̄⟨y, Ay⟩. It comes from `Complex.mul_re`, which turns the real part of c times this sum into a difference containing the sum's imaginary part. The `simp only` list has `Complex.add_re` to split real parts of sums, but nothing to split imaginary parts. `ring` does not know that `.im` is additive, so it treats the whole expression as one unknown and cannot match the two sides.

The warning that `Complex.mul_im` is unused has the same cause: the product it should expand, c̄⟨y, Ay⟩, is shut inside that sum.

The repair adds `Complex.add_im`. The sum now splits, `Complex.mul_im` expands the product, and the terms in the imaginary part of ⟨y, Ay⟩ cancel. What remains is a polynomial identity in real numbers, which `ring` proves. The suggestion to try `ring_nf` would not have helped, since it only normalises the goal.

As a diff, the version that Lean accepts:

```diff
@@ -22,5 +22,5 @@
   simp only [expect, star_add, star_smul, Matrix.mulVec_add, Matrix.mulVec_smul,
     add_dotProduct, dotProduct_add, smul_dotProduct, dotProduct_smul, smul_eq_mul, h]
-  simp only [Complex.add_re, Complex.mul_re, Complex.mul_im, Complex.star_def,
+  simp only [Complex.add_re, Complex.add_im, Complex.mul_re, Complex.mul_im, Complex.star_def,
     Complex.conj_re, Complex.conj_im, Complex.normSq_apply]
   ring
```
